# At equal distance from the transition, the Landau free energy tQ²/2 + cQ²ⁿ/(2n) with c > 0 and n ≥ 2 is 2n − 2 times stiffer in the ordered phase

## Why is the sextic well stiffer than the quartic one, if $Q^6$ is flatter?

Let $Q$ be a real order parameter with free energy $F(Q) = tQ^2/2 + cQ^{2n}/(2n)$, where $c>0$, $n \ge 2$, and $t$ changes sign at the transition. I call the curvature of $F$ at its minimum the stiffness of the soft mode, and I compare the ordered phase at $t=-s$ with the disordered phase at $t=s$, for the same $s>0$.

For the quartic well, $n=2$, I get a ratio of 2. For the tricritical case, $n=3$, I get 4. That looks backwards to me: near $Q=0$ the term $Q^6$ is flatter than $Q^4$, so I expected the ordered phase to be softer. The constant $c$ has also disappeared from both numbers. Have I made a mistake, and is the point where I took the curvature really the global minimum?

## The curvature is taken at the minimum, not near $Q=0$

Both ratios are right. The flatness of $Q^{2n}$ near $Q=0$ does not decide the matter, because the ordered-phase curvature is taken at the minimum, where $cQ^{2n-2}$ equals $-t$, whatever $n$ and $c$ are. At that point the power term contributes $(2n-1)cQ^{2n-2} = -(2n-1)t$ to the curvature, which grows with $n$ and no longer contains $c$.

### From the stationarity condition to the ratio

Differentiating twice gives

$$F'(Q) = tQ + cQ^{2n-1}, \qquad F''(Q) = t + (2n-1)\,cQ^{2n-2}.$$

For $t<0$ the nonzero stationary points satisfy $cQ^{2n-2} = -t$, so they are $\pm Q_0$ with

$$Q_0 = (-t/c)^{1/(2n-2)} > 0.$$

To see that these are global minima, start from a bound on powers. For $x, a \ge 0$ and $k = 0, 1, 2, \dots$,

$$x^{k+2} \ge a^{k+2} + (k+2)a^{k+1}(x-a) + (k+1)a^k(x-a)^2 .$$

For $k=0$ both sides are equal. For the induction step, write $d = x-a$ and multiply the bound by $x = a+d \ge 0$. The right side becomes

$$a^{k+3} + (k+3)a^{k+2}d + (k+2)a^{k+1}d^2 + (k+1)a^k x d^2 .$$

The last term is nonnegative, and dropping it leaves the bound for $k+1$.

Now let $A$ be any number with $cA^{2n-2} = -t$, and put $x=P^2$, $a=A^2$, $k=n-2$. Then

$$F(P)-F(A) = \frac t2(x-a) + \frac{c}{2n}(x^n-a^n) \ge \frac{t + ca^{n-1}}{2}(x-a) + \frac{c(n-1)}{2n}a^{n-2}(x-a)^2 .$$

Stationarity says $t + ca^{n-1} = 0$, so the linear term vanishes and

$$F(P) - F(A) \ge \frac{c(n-1)}{2n}A^{2n-4}(P^2-A^2)^2 .$$

With $A=Q_0$ the prefactor is positive. Hence $F(P)\ge F(Q_0)$ for every $P$, with equality only if $P=\pm Q_0$. Since $F$ is even, both signs are minimizers. The curvature at each is

$$F''(\pm Q_0) = t - (2n-1)t = -(2n-2)t .$$

For $t>0$, $F(Q) \ge tQ^2/2 \ge 0 = F(0)$, with equality only at $Q=0$, where $F''(0)=t$. Setting $t=-s$ in the ordered phase and $t=s$ in the disordered one gives $(2n-2)s/s = 2n-2$.

### What the definitions and theorems say

In the Lean file, `landau n t c Q` is $F(Q)$, with a natural number `n` and real `t`, `c`, `Q`. `IsEquilibrium n t c Q` says that `Q` is a global minimizer over all real numbers, so a merely local minimum would not count. `stiffness` is `deriv (deriv (landau n t c)) Q`, the second derivative itself and not a formula put in by hand. `spontaneous n t c` is $Q_0$, written with a real exponent.

The theorem `ordered_phase` assumes $n\ge2$ and $t<0<c$. It states that $Q_0$ is positive, that a number is an equilibrium exactly when it is $Q_0$ or $-Q_0$, and that every equilibrium has stiffness $-(2n-2)t$. `disordered_phase` gives the single equilibrium $Q=0$ and stiffness $t$ for $t>0$. `stiffness_ratio` takes any equilibrium `Q` at `-s` and any equilibrium `P` at `s`, and finds the quotient of their stiffnesses to be $2n-2$. The last two theorems set $n=2$ and $n=3$.

The comparison at equal $|t|$ is a convention. It matches equal temperature differences from the transition if $t$ is linear in temperature with the same slope on both sides. The condition $c>0$ stands for the anharmonic restoring force that limits the distortion; for $t<0$ and $c\le0$, $F$ is unbounded below and there is no equilibrium.

The model is a uniform, one-component order parameter in mean-field theory, without fluctuations or coupling to strain. The case $n=3$ has no quartic term at all, which is the tricritical condition; a sextic well with a quartic term of either sign is a different function. The point $t=0$ is left aside. To read the ratio as one of squared mode frequencies, one also needs the same effective mass in both phases.

In a frozen-phonon calculation, if the energy along a single mode has this two-term form, the curvature at the minima is $2n-2$ times the magnitude of the negative curvature at $Q=0$. A fitted curve of this form satisfies the relation automatically, so the relation says nothing about the quality of the fit. If both curvatures are instead estimated from the computed energies without using the fit, a clear departure from the ratio rules out the form with that $n$, while agreement does not prove it.

```lean
import Mathlib

namespace LandauSoftMode

noncomputable section

/-- The Landau free energy `t Q² / 2 + c Q^(2n) / (2n)` of an order parameter `Q`,
for `n ≥ 1`. -/
def landau (n : ℕ) (t c Q : ℝ) : ℝ :=
  t * Q ^ 2 / 2 + c * Q ^ (2 * n) / (2 * (n : ℝ))

/-- An equilibrium value of the order parameter is a global minimizer of the free energy. -/
def IsEquilibrium (n : ℕ) (t c Q : ℝ) : Prop :=
  ∀ P, landau n t c Q ≤ landau n t c P

/-- The soft-mode stiffness is the second derivative of the free energy (`n ≥ 1`). -/
def stiffness (n : ℕ) (t c Q : ℝ) : ℝ :=
  deriv (deriv (landau n t c)) Q

/-- The spontaneous order parameter `(-t/c)^(1/(2n-2))`, for `n ≥ 2` and `t < 0 < c`. -/
def spontaneous (n : ℕ) (t c : ℝ) : ℝ :=
  (-t / c) ^ (1 / (2 * (n : ℝ) - 2))

/-- For `n ≥ 1` the slope of the free energy is `t Q + c Q^(2n-1)`. -/
theorem hasDerivAt_landau {n : ℕ} (hn : 1 ≤ n) (t c Q : ℝ) :
    HasDerivAt (landau n t c) (t * Q + c * Q ^ (2 * n - 1)) Q := by
  have hn0 : (n : ℝ) ≠ 0 := by
    have : n ≠ 0 := by omega
    exact_mod_cast this
  have h := (((hasDerivAt_pow 2 Q).const_mul t).div_const 2).fun_add
    (((hasDerivAt_pow (2 * n) Q).const_mul c).div_const (2 * (n : ℝ)))
  refine h.congr_deriv ?_
  have e1 : t * (((2 : ℕ) : ℝ) * Q ^ (2 - 1)) / 2 = t * Q := by
    rw [show (2 - 1 : ℕ) = 1 from rfl]
    push_cast
    ring
  have e2 : c * (((2 * n : ℕ) : ℝ) * Q ^ (2 * n - 1)) / (2 * (n : ℝ))
      = c * Q ^ (2 * n - 1) := by
    push_cast
    field_simp
  rw [e1, e2]

/-- For `n ≥ 1` the slope of the free energy is differentiable, and the stiffness at `Q` is
`t + (2n-1) c Q^(2n-2)`. -/
theorem hasDerivAt_slope {n : ℕ} (hn : 1 ≤ n) (t c Q : ℝ) :
    HasDerivAt (deriv (landau n t c)) (stiffness n t c Q) Q ∧
      stiffness n t c Q = t + (2 * (n : ℝ) - 1) * c * Q ^ (2 * n - 2) := by
  have hd : deriv (landau n t c) = fun Q => t * Q + c * Q ^ (2 * n - 1) :=
    funext fun P => (hasDerivAt_landau hn t c P).deriv
  have h1 : ((2 * n - 1 : ℕ) : ℝ) + 1 = 2 * (n : ℝ) := by
    exact_mod_cast (show 2 * n - 1 + 1 = 2 * n by omega)
  have h : HasDerivAt (deriv (landau n t c))
      (t + (2 * (n : ℝ) - 1) * c * Q ^ (2 * n - 2)) Q := by
    rw [hd]
    refine (((hasDerivAt_id' Q).const_mul t).fun_add
      ((hasDerivAt_pow (2 * n - 1) Q).const_mul c)).congr_deriv ?_
    rw [show 2 * n - 1 - 1 = 2 * n - 2 by omega, eq_sub_of_add_eq h1]
    ring
  have hs : stiffness n t c Q = t + (2 * (n : ℝ) - 1) * c * Q ^ (2 * n - 2) := h.deriv
  exact ⟨hs ▸ h, hs⟩

/-- For nonnegative `x` and `a`, the power `x^(k+2)` exceeds its tangent at `a` by at least
`(k+1) a^k (x-a)²`. -/
theorem pow_above_tangent (k : ℕ) {x a : ℝ} (hx : 0 ≤ x) (ha : 0 ≤ a) :
    a ^ (k + 2) + ((k : ℝ) + 2) * a ^ (k + 1) * (x - a)
      + ((k : ℝ) + 1) * a ^ k * (x - a) ^ 2 ≤ x ^ (k + 2) := by
  induction k with
  | zero =>
    apply le_of_eq
    push_cast
    ring
  | succ k ih =>
    -- multiply the previous bound by `x` and drop a nonnegative cubic remainder
    have h1 := mul_le_mul_of_nonneg_left ih hx
    have h2 : 0 ≤ x * (((k : ℝ) + 1) * a ^ k * (x - a) ^ 2) := by positivity
    push_cast
    ring_nf at h1 h2 ⊢
    linarith

/-- If `n ≥ 2`, `c > 0` and `A` obeys the stationarity condition `c A^(2n-2) = -t`, then the
free energy at any `P` exceeds that at `A` by at least a multiple of `(P² - A²)²`. -/
theorem landau_gap {n : ℕ} (hn : 2 ≤ n) {t c A : ℝ} (hc : 0 < c)
    (hA : c * A ^ (2 * n - 2) = -t) (P : ℝ) :
    landau n t c A + c * ((n : ℝ) - 1) / (2 * (n : ℝ)) * A ^ (2 * n - 4)
      * (P ^ 2 - A ^ 2) ^ 2 ≤ landau n t c P := by
  obtain ⟨k, rfl⟩ : ∃ k, n = k + 2 := ⟨n - 2, by omega⟩
  have h := pow_above_tangent k (sq_nonneg P) (sq_nonneg A)
  rw [show 2 * (k + 2) - 2 = 2 * (k + 1) by omega, pow_mul A 2 (k + 1)] at hA
  have ht : t = -(c * (A ^ 2) ^ (k + 1)) := by linarith
  unfold landau
  rw [show 2 * (k + 2) - 4 = 2 * k by omega, pow_mul A 2 k, pow_mul A 2 (k + 2),
    pow_mul P 2 (k + 2), ht]
  have hk : 0 ≤ c / (2 * ((k : ℝ) + 2)) := by positivity
  have e : c / (2 * ((k : ℝ) + 2)) * ((k : ℝ) + 2) = c / 2 := by
    rw [div_mul_eq_mul_div, div_eq_div_iff (by positivity) two_ne_zero]
    ring
  -- scale the tangent bound; stationarity cancels the terms linear in `P² - A²`
  have h' := mul_nonneg hk (sub_nonneg.2 h)
  push_cast
  linear_combination h' - (A ^ 2) ^ (k + 1) * (P ^ 2 - A ^ 2) * e

/-- For `n ≥ 2` and `t < 0 < c` the spontaneous order parameter is positive and obeys the
stationarity condition `c Q^(2n-2) = -t`. -/
theorem spontaneous_spec {n : ℕ} (hn : 2 ≤ n) {t c : ℝ} (ht : t < 0) (hc : 0 < c) :
    0 < spontaneous n t c ∧ c * spontaneous n t c ^ (2 * n - 2) = -t := by
  have hp : 0 < -t / c := div_pos (by linarith) hc
  have hn' : (2 : ℝ) ≤ n := by exact_mod_cast hn
  have hne : 2 * (n : ℝ) - 2 ≠ 0 := by linarith
  have h1 : ((2 * n - 2 : ℕ) : ℝ) + 2 = 2 * (n : ℝ) := by
    exact_mod_cast (show 2 * n - 2 + 2 = 2 * n by omega)
  refine ⟨Real.rpow_pos_of_pos hp _, ?_⟩
  rw [spontaneous, ← Real.rpow_natCast, ← Real.rpow_mul hp.le, eq_sub_of_add_eq h1,
    one_div_mul_cancel hne, Real.rpow_one]
  field_simp

/-- Ordered phase: for `n ≥ 2` and `t < 0 < c` the free energy has exactly two global
minimizers, `±(-t/c)^(1/(2n-2))`, and the stiffness at each of them is `-(2n-2) t`. -/
theorem ordered_phase {n : ℕ} (hn : 2 ≤ n) {t c : ℝ} (ht : t < 0) (hc : 0 < c) :
    0 < spontaneous n t c ∧
    (∀ Q, IsEquilibrium n t c Q ↔ Q = spontaneous n t c ∨ Q = -spontaneous n t c) ∧
    (∀ Q, IsEquilibrium n t c Q → stiffness n t c Q = -(2 * (n : ℝ) - 2) * t) := by
  obtain ⟨hA, hst⟩ := spontaneous_spec hn ht hc
  generalize spontaneous n t c = A at hA hst ⊢
  have hn' : (2 : ℝ) ≤ n := by exact_mod_cast hn
  have hK : 0 < c * ((n : ℝ) - 1) / (2 * (n : ℝ)) * A ^ (2 * n - 4) :=
    mul_pos (div_pos (mul_pos hc (by linarith)) (by linarith)) (pow_pos hA _)
  have heven : (-A) ^ (2 * n - 2) = A ^ (2 * n - 2) :=
    Even.neg_pow ⟨n - 1, by omega⟩ A
  have hmin : ∀ B, c * B ^ (2 * n - 2) = -t → B ^ 2 = A ^ 2 → IsEquilibrium n t c A →
      IsEquilibrium n t c B := by
    intro B hB hBA hEq P
    have h := landau_gap hn hc hB A
    rw [hBA, sub_self] at h
    have h' := hEq P
    norm_num at h
    linarith
  have hEqA : IsEquilibrium n t c A := fun P => by
    have h := landau_gap hn hc hst P
    have h' := mul_nonneg hK.le (sq_nonneg (P ^ 2 - A ^ 2))
    linarith
  have hiff : ∀ Q, IsEquilibrium n t c Q ↔ Q = A ∨ Q = -A := by
    intro Q
    constructor
    · intro hQ
      -- a second minimizer leaves no room for the quadratic gap
      have h := landau_gap hn hc hst Q
      have hz : (Q ^ 2 - A ^ 2) ^ 2 = 0 := by
        by_contra hne
        have h' := mul_pos hK (lt_of_le_of_ne (sq_nonneg _) (Ne.symm hne))
        linarith [hQ A]
      have hz' : Q ^ 2 - A ^ 2 = 0 := (pow_eq_zero_iff two_ne_zero).1 hz
      have hf : (Q - A) * (Q + A) = 0 := by linear_combination hz'
      rcases mul_eq_zero.1 hf with h1 | h1
      · left; linarith
      · right; linarith
    · rintro (rfl | rfl)
      · exact hEqA
      · exact hmin (-A) (by rw [heven, hst]) (neg_sq A) hEqA
  refine ⟨hA, hiff, fun Q hQ => ?_⟩
  have hQs : c * Q ^ (2 * n - 2) = -t := by
    rcases (hiff Q).1 hQ with h | h
    · rw [h, hst]
    · rw [h, heven, hst]
  rw [(hasDerivAt_slope (by omega) t c Q).2]
  linear_combination (2 * (n : ℝ) - 1) * hQs

/-- Disordered phase: for `n ≥ 2`, `t > 0` and `c > 0` the only global minimizer is `Q = 0`,
and the stiffness there is `t`. -/
theorem disordered_phase {n : ℕ} (hn : 2 ≤ n) {t c : ℝ} (ht : 0 < t) (hc : 0 < c) :
    (∀ Q, IsEquilibrium n t c Q ↔ Q = 0) ∧ stiffness n t c 0 = t := by
  have h0 : landau n t c 0 = 0 := by
    rw [landau, zero_pow two_ne_zero, zero_pow (show 2 * n ≠ 0 by omega)]
    simp
  have hlow : ∀ Q, t * Q ^ 2 / 2 ≤ landau n t c Q := fun Q => by
    have hp : 0 ≤ Q ^ (2 * n) := by
      rw [pow_mul]
      positivity
    have h := div_nonneg (mul_nonneg hc.le hp) (show 0 ≤ 2 * (n : ℝ) by positivity)
    unfold landau
    linarith
  refine ⟨fun Q => ⟨fun hQ => ?_, ?_⟩, ?_⟩
  · by_contra hne
    have h : 0 < t * Q ^ 2 / 2 := by positivity
    linarith [hQ 0, hlow Q]
  · rintro rfl P
    have h : 0 ≤ t * P ^ 2 / 2 := by positivity
    linarith [hlow P]
  · rw [(hasDerivAt_slope (by omega) t c 0).2, zero_pow (by omega)]
    ring

/-- For `n ≥ 2` and `c > 0`, the equilibrium stiffness at `t = -s` divided by that at `t = s`
is `2n - 2`, for every distance `s > 0` from the transition. -/
theorem stiffness_ratio {n : ℕ} (hn : 2 ≤ n) {s c Q P : ℝ} (hs : 0 < s) (hc : 0 < c)
    (hQ : IsEquilibrium n (-s) c Q) (hP : IsEquilibrium n s c P) :
    stiffness n (-s) c Q / stiffness n s c P = 2 * (n : ℝ) - 2 := by
  obtain ⟨hzero, hstiff⟩ := disordered_phase hn hs hc
  rw [(hzero P).1 hP, hstiff, (ordered_phase hn (neg_lt_zero.2 hs) hc).2.2 Q hQ,
    div_eq_iff hs.ne']
  ring

/-- Quartic well with `c > 0`: at equal distance `s > 0` from the transition, the equilibrium
stiffness of the ordered phase is twice that of the disordered phase. -/
theorem stiffness_ratio_quartic {s c Q P : ℝ} (hs : 0 < s) (hc : 0 < c)
    (hQ : IsEquilibrium 2 (-s) c Q) (hP : IsEquilibrium 2 s c P) :
    stiffness 2 (-s) c Q / stiffness 2 s c P = 2 :=
  (stiffness_ratio le_rfl hs hc hQ hP).trans (by norm_num)

/-- Tricritical case, a sextic well with `c > 0` and no quartic term: at equal distance `s > 0`
from the transition, the equilibrium stiffness ratio of ordered to disordered phase is four. -/
theorem stiffness_ratio_tricritical {s c Q P : ℝ} (hs : 0 < s) (hc : 0 < c)
    (hQ : IsEquilibrium 3 (-s) c Q) (hP : IsEquilibrium 3 s c P) :
    stiffness 3 (-s) c Q / stiffness 3 s c P = 4 :=
  (stiffness_ratio (by norm_num) hs hc hQ hP).trans (by norm_num)

end

end LandauSoftMode
```

```lean
#print axioms LandauSoftMode.ordered_phase
#print axioms LandauSoftMode.stiffness_ratio_quartic
#print axioms LandauSoftMode.stiffness_ratio_tricritical
```

```
'LandauSoftMode.ordered_phase' depends on axioms: [propext, Classical.choice, Quot.sound]
'LandauSoftMode.stiffness_ratio_quartic' depends on axioms: [propext, Classical.choice, Quot.sound]
'LandauSoftMode.stiffness_ratio_tricritical' depends on axioms: [propext, Classical.choice, Quot.sound]
```

### How the lemmas carry the argument

`hasDerivAt_landau` and `hasDerivAt_slope` are the two differentiations. The second also proves that the slope is differentiable, so `stiffness` is a genuine derivative, and it supplies the formula $t+(2n-1)cQ^{2n-2}$.

`pow_above_tangent` is the bound on powers, by `induction k`. In the successor case `h1` is the previous bound multiplied by `x`, and `h2` says that the term to be dropped is nonnegative. After `ring_nf` has expanded everything, `linarith` combines the two.

`landau_gap` is the lower bound on $F(P)-F(A)$. It writes $n=k+2$, applies the power bound to the squares $P^2$ and $A^2$, and uses stationarity to eliminate `t`. The inequality `h'` is the power bound scaled by $c/(2n)$, and the closing `linear_combination` checks that the linear terms cancel.

`spontaneous_spec` shows that $Q_0$ is positive and satisfies $cQ_0^{2n-2}=-t$, by multiplying the exponents $1/(2n-2)$ and $2n-2$.

In `ordered_phase`, `generalize` replaces $Q_0$ by a letter `A` of which only these two properties are kept. The prefactor of the gap is positive by `hK`, and `hEqA` concludes that `A` is a minimizer. If `Q` is another minimizer, a nonzero $(Q^2-A^2)^2$ would force $F(Q)>F(A)$, a contradiction. So the square vanishes, and factoring $Q^2-A^2$ gives the two signs. That $-A$ is also a minimizer comes from `hmin`, which applies the gap with $-A$ as the base point and $A$ as the comparison point: the gap is then zero, so $F(-A)\le F(A)$. The last line inserts the stationarity condition, multiplied by $2n-1$, into the curvature.

`disordered_phase` uses the lower bound $tQ^2/2$ under the name `hlow`. `stiffness_ratio` inserts the two stiffnesses and divides by $s \neq 0$, and the quartic and tricritical theorems evaluate $2n-2$ as 2 and 4.
